# Complex matrix representations with the same character give every operation the same eigenvalues

If two complex n × n matrices A and B satisfy tr(Aᵏ) = tr(Bᵏ) for k = 1, …, n, then they have the same characteristic polynomial. It follows that two finite-dimensional complex matrix representations with the same character assign the same eigenvalues, with the same algebraic multiplicities, to every symmetry operation.

The characters in a character table are traces, while one often wants the phases that a rotation gives to a degenerate set of orbitals or vibrations. For a finite set of such functions, the traces of the rotation and its powers fix those phases. These are eigenvalues of the symmetry operation, not energies.

## Eigenvalues and characters as Lean objects

```lean
import Mathlib

open Polynomial

namespace CharacterSpectrum

noncomputable section

/-- The eigenvalues of a complex square matrix, listed with algebraic multiplicity. -/
def eigenvalues {n : ℕ} (A : Matrix (Fin n) (Fin n) ℂ) : Multiset ℂ :=
  A.charpoly.roots
```

A `def` introduces a name. `Matrix (Fin n) (Fin n) ℂ` is the type of complex n × n matrices, with rows and columns labelled 0, …, n − 1. The name `eigenvalues` stands for the roots of the characteristic polynomial det(t·1 − A), collected in a `Multiset`: a list without order, in which repetitions count. A triply degenerate eigenvalue appears three times.

```lean
/-- The character of a matrix representation: the trace of the matrix of each operation. -/
def character {G : Type*} [Monoid G] {n : ℕ}
    (ρ : G →* Matrix (Fin n) (Fin n) ℂ) (g : G) : ℂ :=
  (ρ g).trace
```

A representation is a map ρ that respects products and the identity, written `G →* ...`. Its character at g is tr ρ(g). `Monoid G` asks for an associative product and an identity but not for inverses, so every group is included. Neither finiteness of G nor unitarity of the matrices is assumed.

The step left to the user is to choose a basis of a finite-dimensional space of orbitals or displacements, and to check that the operations map this space to itself and multiply as ρ requires.

```lean
/-- A complex `n × n` matrix has exactly `n` eigenvalues, counted with multiplicity. -/
theorem card_eigenvalues {n : ℕ} (A : Matrix (Fin n) (Fin n) ℂ) :
    Multiset.card (eigenvalues A) = n := by
  have h := splits_iff_card_roots.1 (IsAlgClosed.splits A.charpoly)
  rw [Matrix.charpoly_natDegree_eq_dim, Fintype.card_fin] at h
  exact h
```

A `theorem` states a claim after the colon and proves it after `:=`. Here the claim is that A has n eigenvalues. Over the complex numbers a polynomial of degree n splits into n linear factors, and the characteristic polynomial has degree n.

```lean
/-- The characteristic polynomial is the product of `X - z` over the eigenvalues `z`. -/
theorem charpoly_eq_prod {n : ℕ} (A : Matrix (Fin n) (Fin n) ℂ) :
    A.charpoly = ((eigenvalues A).map (fun z => X - C z)).prod :=
  (prod_multiset_X_sub_C_of_monic_of_roots_card_eq A.charpoly_monic
    (splits_iff_card_roots.1 (IsAlgClosed.splits A.charpoly))).symm
```

Since the leading coefficient is 1, the factorisation has no prefactor. With the eigenvalues written as λ₀, …, λₙ₋₁,

det(t·1 − A) = ∏ᵢ (t − λᵢ).

In Lean, `X` is the polynomial variable and `C z` is the constant polynomial z.

## The eigenvalues of a power

```lean
/-- The determinant of a polynomial `q` in the matrix `A` is the product of the values of `q`
at the eigenvalues of `A`. -/
theorem det_aeval {n : ℕ} (A : Matrix (Fin n) (Fin n) ℂ) (q : ℂ[X]) :
    (aeval A q).det = ((eigenvalues A).map (fun z => q.eval z)).prod := by
  -- the claim is stable under products
  have hmul : ∀ p r : ℂ[X],
      (aeval A p).det = ((eigenvalues A).map (fun z => p.eval z)).prod →
      (aeval A r).det = ((eigenvalues A).map (fun z => r.eval z)).prod →
      (aeval A (p * r)).det = ((eigenvalues A).map (fun z => (p * r).eval z)).prod := by
    intro p r hp hr
    rw [map_mul, Matrix.det_mul, hp, hr, ← Multiset.prod_map_mul]
    simp only [eval_mul]
  -- it holds for constants
  have hconst : ∀ c : ℂ,
      (aeval A (C c)).det = ((eigenvalues A).map (fun z => (C c).eval z)).prod := by
    intro c
    rw [aeval_C, Algebra.algebraMap_eq_smul_one, Matrix.det_smul, Matrix.det_one]
    simp [card_eigenvalues]
  -- for linear factors it is the factorised characteristic polynomial
  have hlin : ∀ a : ℂ,
      (aeval A (C a - X)).det = ((eigenvalues A).map (fun z => (C a - X).eval z)).prod := by
    intro a
    have h := congrArg (eval a) (charpoly_eq_prod A)
    rw [Matrix.eval_charpoly, eval_multiset_prod, Multiset.map_map] at h
    have e : aeval A (C a - X) = Matrix.scalar (Fin n) a - A := by
      rw [map_sub, aeval_C, aeval_X]
      rfl
    rw [e, h]
    simp
  have hprod : ∀ s : Multiset ℂ,
      (aeval A (s.map (fun a => X - C a)).prod).det =
        ((eigenvalues A).map (fun z => ((s.map (fun a => X - C a)).prod).eval z)).prod := by
    intro s
    induction s using Multiset.induction_on with
    | empty =>
      rw [Multiset.map_zero, Multiset.prod_zero, ← C_1]
      exact hconst 1
    | cons a s ih =>
      rw [Multiset.map_cons, Multiset.prod_cons]
      refine hmul _ _ ?_ ih
      have h := hmul _ _ (hconst (-1)) (hlin a)
      have e : (C (-1) * (C a - X) : ℂ[X]) = X - C a := by
        rw [C_neg, C_1]
        ring
      rwa [e] at h
  have h := hmul _ _ (hconst q.leadingCoeff) (hprod q.roots)
  rwa [C_leadingCoeff_mul_prod_multiset_X_sub_C
    (splits_iff_card_roots.1 (IsAlgClosed.splits q))] at h
```

`aeval A q` is the matrix q(A), and the theorem says

det q(A) = ∏ᵢ q(λᵢ).

To derive it, factor q as c ∏ⱼ (X − aⱼ) and check the pieces.

- Products: determinants multiply, and so do the values q(λᵢ). This is `hmul`.
- Constants: det(c·1) = cⁿ, which is the product of c over the n eigenvalues. This is `hconst`.
- Linear factors: det(a·1 − A) = ∏ᵢ (a − λᵢ), by the factorisation above. This is `hlin`.

The factor X − a is (−1)(a − X), so it is covered too. `hprod` multiplies such factors together by induction on their number, and the last lines restore the leading coefficient of q.

```lean
/-- The eigenvalues of `A ^ k` are the `k`-th powers of those of `A`, with multiplicity. -/
theorem eigenvalues_pow {n : ℕ} (A : Matrix (Fin n) (Fin n) ℂ) (k : ℕ) :
    eigenvalues (A ^ k) = (eigenvalues A).map (fun z => z ^ k) := by
  have h : (A ^ k).charpoly =
      (((eigenvalues A).map (fun z => z ^ k)).map (fun z => X - C z)).prod := by
    apply Polynomial.funext
    intro t
    have e : aeval A (C t - X ^ k) = Matrix.scalar (Fin n) t - A ^ k := by
      rw [map_sub, aeval_C, map_pow, aeval_X]
      rfl
    rw [Matrix.eval_charpoly, ← e, det_aeval, eval_multiset_prod, Multiset.map_map,
      Multiset.map_map]
    simp [Function.comp_def]
  change (A ^ k).charpoly.roots = _
  rw [h, roots_multiset_prod_X_sub_C]
```

Fix a number t and take q(X) = t − Xᵏ. The previous result becomes

det(t·1 − Aᵏ) = ∏ᵢ (t − λᵢᵏ).

This holds for every t, so both sides are the same polynomial; that is the step `Polynomial.funext`. Reading off the roots shows that the eigenvalues of Aᵏ are the λᵢᵏ, with multiplicity. A need not be diagonalisable.

## From power sums back to the numbers

```lean
/-- The first `N` power sums of `N` complex numbers determine these numbers up to order. -/
theorem eq_of_power_sums {N : ℕ} (f g : Fin N → ℂ)
    (h : ∀ k, 1 ≤ k → k ≤ N → ∑ i, f i ^ k = ∑ i, g i ^ k) :
    Finset.univ.val.map f = Finset.univ.val.map g := by
  -- Newton's identities give the elementary symmetric functions one after another
  have he : ∀ k, k ≤ N → MvPolynomial.aeval f (MvPolynomial.esymm (Fin N) ℂ k) =
      MvPolynomial.aeval g (MvPolynomial.esymm (Fin N) ℂ k) := by
    intro k
    induction k using Nat.strong_induction_on with
    | _ k ih =>
      intro hk
      rcases Nat.eq_zero_or_pos k with rfl | hpos
      · simp [MvPolynomial.esymm_zero]
      have hf := congrArg (MvPolynomial.aeval f) (MvPolynomial.mul_esymm_eq_sum (Fin N) ℂ k)
      have hg := congrArg (MvPolynomial.aeval g) (MvPolynomial.mul_esymm_eq_sum (Fin N) ℂ k)
      simp only [map_mul, map_natCast, map_pow, map_neg, map_one, map_sum] at hf hg
      have hk0 : (k : ℂ) ≠ 0 := Nat.cast_ne_zero.2 hpos.ne'
      apply mul_left_cancel₀ hk0
      rw [hf, hg]
      congr 1
      apply Finset.sum_congr rfl
      rintro ⟨a, b⟩ hab
      have hsum : a + b = k :=
        Finset.HasAntidiagonal.mem_antidiagonal.1 (Finset.mem_filter.1 hab).1
      have hlt : a < k := (Finset.mem_filter.1 hab).2
      have e1 := ih a hlt (by omega)
      have e2 : MvPolynomial.aeval f (MvPolynomial.psum (Fin N) ℂ b) =
          MvPolynomial.aeval g (MvPolynomial.psum (Fin N) ℂ b) := by
        simpa [MvPolynomial.psum] using h b (by omega) (by omega)
      simp only [e1, e2]
  -- up to sign, these are the coefficients of the polynomial with the given roots
  have hp : ((Finset.univ.val.map f).map (fun z => X - C z)).prod =
      ((Finset.univ.val.map g).map (fun z => X - C z)).prod := by
    rw [Multiset.prod_X_sub_X_eq_sum_esymm, Multiset.prod_X_sub_X_eq_sum_esymm]
    simp only [Multiset.card_map]
    apply Finset.sum_congr rfl
    intro j hj
    have hj' := Finset.mem_range.1 hj
    simp at hj'
    have e := he j (by omega)
    rw [MvPolynomial.aeval_esymm_eq_multiset_esymm,
      MvPolynomial.aeval_esymm_eq_multiset_esymm] at e
    rw [e]
  have hr := congrArg roots hp
  simpa only [roots_multiset_prod_X_sub_C] using hr
```

Let x₀, …, x_(N−1) be the values of `f`. Define the power sums and the elementary symmetric functions by

p(k) = Σᵢ xᵢᵏ,

e(k) = sum of all products of k of the xᵢ with distinct labels, e(0) = 1.

Newton's identities connect them:

k e(k) = (−1)^(k+1) Σ (−1)^a e(a) p(b), summed over a + b = k with a < k.

The right-hand side contains only earlier e(a) and power sums p(b) with 1 ≤ b ≤ k. Suppose a second set of numbers, the values of `g`, has the same p(1), …, p(N). Both sets have e(0) = 1. If their e(a) agree for all a < k, the identity gives equal k e(k), and division by k gives equal e(k). This is the strong induction in `he`, where `mul_left_cancel₀` performs the division.

The e(j) are, up to sign, the coefficients of the polynomial with the given roots:

∏ᵢ (X − xᵢ) = Σⱼ (−1)^j e(j) X^(N−j), j = 0, …, N.

So the two polynomials agree (`hp`), and therefore their roots do. The expression `Finset.univ.val.map f` is the multiset of values of `f`, which is why the conclusion holds up to order.

```lean
/-- The trace of `A ^ k` is the sum of the `k`-th powers of the eigenvalues of `A`. -/
theorem trace_pow_eq_sum {n : ℕ} (A : Matrix (Fin n) (Fin n) ℂ) (k : ℕ) :
    (A ^ k).trace = ((eigenvalues A).map (fun z => z ^ k)).sum := by
  rw [Matrix.trace_eq_sum_roots_charpoly]
  exact congrArg Multiset.sum (eigenvalues_pow A k)
```

The trace of any matrix M is the sum of its eigenvalues: for n ≥ 1, compare the coefficients of tⁿ⁻¹ in det(t·1 − M) and in its factorised form; for n = 0 both sums are empty. With M = Aᵏ and the eigenvalues found above,

tr(Aᵏ) = Σᵢ λᵢᵏ.

## What equal traces imply

```lean
/-- If the traces of the powers `1, …, n` of two complex `n × n` matrices agree, then so do
their characteristic polynomials. -/
theorem charpoly_eq_of_trace_pow_eq {n : ℕ} (A B : Matrix (Fin n) (Fin n) ℂ)
    (h : ∀ k, 1 ≤ k → k ≤ n → (A ^ k).trace = (B ^ k).trace) :
    A.charpoly = B.charpoly := by
  -- number the eigenvalues from 0 to n - 1
  have hnum : ∀ s : Multiset ℂ, Multiset.card s = n →
      ∃ f : Fin n → ℂ, Finset.univ.val.map f = s := by
    intro s hs
    have hl : s.toList.length = n := by rw [Multiset.length_toList, hs]
    clear h hs
    subst hl
    exact ⟨s.toList.get, by rw [Fin.univ_val_map, List.ofFn_get, Multiset.coe_toList]⟩
  obtain ⟨f, hf⟩ := hnum _ (card_eigenvalues A)
  obtain ⟨g, hg⟩ := hnum _ (card_eigenvalues B)
  have hfg := eq_of_power_sums f g (by
    intro k h1 hk
    have e := h k h1 hk
    rw [trace_pow_eq_sum, trace_pow_eq_sum, ← hf, ← hg, Multiset.map_map,
      Multiset.map_map] at e
    exact e)
  rw [charpoly_eq_prod A, charpoly_eq_prod B, ← hf, ← hg, hfg]
```

The hypothesis `h` is the equality of the traces for 1 ≤ k ≤ n. Let μᵢ be the eigenvalues of B. Then

Σᵢ λᵢᵏ = tr(Aᵏ) = tr(Bᵏ) = Σᵢ μᵢᵏ for k = 1, …, n.

These are n power sums of n numbers, so the λᵢ and the μᵢ agree up to order, and the factorised characteristic polynomials coincide. The auxiliary claim `hnum` turns each multiset into a numbered list, as the theorem on power sums requires.

The case n = 2 can be written out in full. Newton's identities give e(1) = tr A and 2e(2) = (tr A)² − tr(A²), so

det(t·1 − A) = t² − (tr A) t + [(tr A)² − tr(A²)]/2.

For a threefold rotation acting on the doubly degenerate pair (x, y), the character is −1 for the rotation and −1 for its square. The polynomial is t² + t + 1, and the eigenvalues are exp(±2πi/3).

```lean
/-- Two complex matrix representations with the same character give every operation the same
eigenvalues with the same algebraic multiplicities. -/
theorem eigenvalues_eq_of_character_eq {G : Type*} [Monoid G] {n m : ℕ}
    (ρ : G →* Matrix (Fin n) (Fin n) ℂ) (σ : G →* Matrix (Fin m) (Fin m) ℂ)
    (h : character ρ = character σ) (g : G) :
    eigenvalues (ρ g) = eigenvalues (σ g) := by
  -- the character of the identity is the dimension
  have hnm : n = m := by
    have h1 := congrFun h 1
    simpa [character] using h1
  subst hnm
  refine congrArg roots (charpoly_eq_of_trace_pow_eq _ _ ?_)
  intro k _ _
  rw [← map_pow, ← map_pow]
  exact congrFun h (g ^ k)
```

The two representations may start with different sizes n and m. The hypothesis `character ρ = character σ` is an equality of functions, so it holds at every element of G. At the identity it reads n = m, because the trace of a unit matrix is its size; `subst` then replaces m by n. For any g,

tr(ρ(g)ᵏ) = tr ρ(gᵏ) = tr σ(gᵏ) = tr(σ(g)ᵏ),

and the previous theorem applies. In Lean, `map_pow` is the rule ρ(gᵏ) = ρ(g)ᵏ.

The theorem compares eigenvalues and does not supply a change of basis between ρ and σ. For a finite group, equal characters do guarantee that such a change of basis exists; this standard result is not proved here. Equal eigenvalues do not make two single matrices similar: the 2 × 2 matrix whose only nonzero entry is a 1 in the upper right corner has the same eigenvalues as the zero matrix.

```lean
/-- Conversely, matrices with the same characteristic polynomial have equal traces of all
powers. -/
theorem trace_pow_eq_of_charpoly_eq {n : ℕ} (A B : Matrix (Fin n) (Fin n) ℂ)
    (h : A.charpoly = B.charpoly) (k : ℕ) : (A ^ k).trace = (B ^ k).trace := by
  rw [trace_pow_eq_sum, trace_pow_eq_sum]
  unfold eigenvalues
  rw [h]
```

Conversely, equal characteristic polynomials have equal roots, and tr(Aᵏ) is the sum of the k-th powers of these roots. The traces therefore agree for every k, including those beyond n.

## Why n − 1 traces are too few

```lean
/-- The `n`-th trace cannot be dropped: for `n > 0` the diagonal matrix of the `n`-th roots of
unity and the zero matrix agree in the traces of the powers `1, …, n - 1`, but their
characteristic polynomials differ. -/
theorem last_trace_needed {n : ℕ} (hn : 0 < n) {ζ : ℂ} (hζ : IsPrimitiveRoot ζ n) :
    (∀ k, 1 ≤ k → k < n →
      ((Matrix.diagonal (fun i : Fin n => ζ ^ (i : ℕ))) ^ k).trace =
        ((0 : Matrix (Fin n) (Fin n) ℂ) ^ k).trace) ∧
    (Matrix.diagonal (fun i : Fin n => ζ ^ (i : ℕ))).charpoly ≠
      (0 : Matrix (Fin n) (Fin n) ℂ).charpoly := by
  have ht : ∀ k : ℕ, ((Matrix.diagonal (fun i : Fin n => ζ ^ (i : ℕ))) ^ k).trace =
      ∑ i ∈ Finset.range n, (ζ ^ k) ^ i := by
    intro k
    rw [Matrix.diagonal_pow, Matrix.trace_diagonal,
      ← Fin.sum_univ_eq_sum_range (fun i => (ζ ^ k) ^ i)]
    refine Finset.sum_congr rfl ?_
    intro i _
    change (ζ ^ (i : ℕ)) ^ k = (ζ ^ k) ^ (i : ℕ)
    rw [← pow_mul, ← pow_mul, mul_comm]
  constructor
  · intro k h1 hk
    have hne : 1 - ζ ^ k ≠ 0 := by
      intro h0
      have hd := hζ.dvd_of_pow_eq_one k (sub_eq_zero.1 h0).symm
      have := Nat.le_of_dvd (by omega) hd
      omega
    -- the geometric sum over a full period vanishes
    have hgeom := mul_neg_geom_sum (ζ ^ k) n
    have hper : (ζ ^ k) ^ n = 1 := by
      rw [← pow_mul, mul_comm, pow_mul, hζ.pow_eq_one, one_pow]
    rw [hper, sub_self] at hgeom
    rw [ht, zero_pow (by omega), Matrix.trace_zero]
    exact (mul_eq_zero.1 hgeom).resolve_left hne
  · intro h
    have e := trace_pow_eq_of_charpoly_eq _ _ h n
    rw [ht, hζ.pow_eq_one, zero_pow hn.ne', Matrix.trace_zero] at e
    exact hn.ne' (by simpa using e)

end

end CharacterSpectrum
```

`IsPrimitiveRoot ζ n` says that ζⁿ = 1 and that ζᵏ = 1 only when n divides k; an example is ζ = exp(2πi/n). Let D be the diagonal matrix with entries 1, ζ, …, ζⁿ⁻¹. Its traces are geometric sums, which is the content of `ht`:

tr(Dᵏ) = Σᵢ (ζᵏ)ⁱ, i = 0, …, n − 1.

Multiplying by 1 − ζᵏ gives

(1 − ζᵏ) tr(Dᵏ) = 1 − ζᵏⁿ = 0.

For 1 ≤ k < n the factor 1 − ζᵏ is nonzero, so tr(Dᵏ) = 0, as for the zero matrix. For k = n every term of the sum is 1, so tr(Dⁿ) = n, while the zero matrix gives 0. If the characteristic polynomials were equal, the converse above would make these two traces equal as well. Hence they differ, and agreement of the first n − 1 traces alone does not determine the characteristic polynomial.

For n = 1 there is no trace to compare, and the two matrices are simply the numbers 1 and 0. For n = 2 they are diag(1, −1) and the zero matrix: both are traceless, and the trace of the square tells them apart. The zero matrix is not invertible, so it cannot represent a symmetry operation. The unitary matrices D and cD, with |c| = 1 and cⁿ ≠ 1, show the same thing: their first n − 1 traces vanish, while their n-th traces are n and ncⁿ.

```lean
#print axioms CharacterSpectrum.eigenvalues_eq_of_character_eq
-- 'CharacterSpectrum.eigenvalues_eq_of_character_eq' depends on axioms: [propext, Classical.choice, Quot.sound]
#print axioms CharacterSpectrum.last_trace_needed
-- 'CharacterSpectrum.last_trace_needed' depends on axioms: [propext, Classical.choice, Quot.sound]
```
